# For a positive definite quadratic energy in finitely many coordinates, alternating relaxation of two fragments converges to the minimum from every start exactly when the fragments together span the space

A large molecule is often relaxed in parts. One region moves while the rest is frozen, then a second region moves, and the two may share the atoms near their boundary. Each step lowers the energy or leaves it unchanged, but this alone does not say whether the cycles reach the minimum of the whole system.

Near a stable structure, take the energy to be

$$J(x)=\tfrac12\langle x,Ax\rangle-\langle b,x\rangle ,$$

where $x$ is the displacement, $A$ the Hessian and $b$ a constant force. A fragment is a linear subspace of allowed displacements, called $U$ or $V$. Relaxing $U$ from $x$ means minimising $J$ over $x+U$. If $A$ is symmetric and positive definite and the space is finite-dimensional, the cycles converge to the global minimiser $m$ from every start if and only if $U+V$ is the whole space.

Induced dipoles in a linearly polarisable model have an energy of this form. The static response equations of a mean-field state in a finite real basis are the stationarity conditions of another. In both cases the theorem applies only if $A$ is positive definite, which can fail, for example, when point dipoles come too close together. For a molecular structure, the replacement of the true energy by its second-order expansion is left to the user.

## A symmetric, positive definite Hessian

Positive definiteness means that every non-zero displacement costs energy at second order. For a free molecule, overall translations and rotations must therefore be removed first.

In Lean 4 with Mathlib:

```lean
import Mathlib

open Filter Topology
open scoped InnerProductSpace

namespace OverlappingFragments

variable {E : Type*} [NormedAddCommGroup E] [InnerProductSpace ℝ E]

/-- The operator `A` is symmetric and positive definite. -/
structure IsPosDef (A : E →ₗ[ℝ] E) : Prop where
  symmetric : A.IsSymmetric
  pos : ∀ x, x ≠ 0 → 0 < ⟪x, A x⟫_ℝ

/-- The quadratic energy `⟨x, A x⟩ / 2 - ⟨b, x⟩`. -/
noncomputable def energy (A : E →ₗ[ℝ] E) (b x : E) : ℝ := ⟪x, A x⟫_ℝ / 2 - ⟪b, x⟫_ℝ
```

Here `E` is a real inner-product space, `A` a linear map on it, and `⟪x, A x⟫_ℝ` the quadratic form $\langle x,Ax\rangle$.

It is not enough that the form is non-negative. On the real line with $A=0$, $b=0$ and $U=V=\mathbb R$, every state is a minimiser. A sequence that stays at $1$ is then a legitimate run, and it does not converge to the minimiser $m=0$.

Symmetry has a different role. The energy sees only the symmetric part of $A$, but $Ax-b$ is its gradient for every $x$ only if $A$ is symmetric. The derivation uses this gradient throughout.

## Complete relaxation of each fragment

Each step goes to the exact minimum over its fragment. If a step only had to avoid raising the energy, standing still would be allowed and convergence could fail.

```lean
/-- The state `y` minimises the energy over `x + W`: only the fragment `W` is relaxed. -/
def IsRelaxed (A : E →ₗ[ℝ] E) (b : E) (W : Submodule ℝ E) (x y : E) : Prop :=
  y - x ∈ W ∧ ∀ z, z - x ∈ W → energy A b y ≤ energy A b z

/-- One complete cycle from `x` to `z`: relax the fragment `U`, then the fragment `V`. -/
def IsSweep (A : E →ₗ[ℝ] E) (b : E) (U V : Submodule ℝ E) (x z : E) : Prop :=
  ∃ y, IsRelaxed A b U x y ∧ IsRelaxed A b V y z
```

In `IsRelaxed A b W x y`, `W` is the fragment, `x` the state before and `y` the state after. `IsSweep` is a full cycle, first `U` and then `V`.

By hand, symmetry gives, for a displacement $w$,

$$J(y+w)=J(y)+\langle Ay-b,w\rangle+\tfrac12\langle w,Aw\rangle .$$

The residual $Ay-b$ is the gradient, so it has the opposite sign to the force. Suppose that $y$ is relaxed in $W$ and $w\in W$. Then $t\langle Ay-b,w\rangle+\tfrac12t^2\langle w,Aw\rangle\ge0$ for all real $t$, which forces the linear coefficient to vanish. Conversely, if the residual is orthogonal to $W$, the expansion shows that no displacement in $W$ lowers the energy. Complete relaxation thus means that no force remains along the fragment.

If $y_*$ is the relaxed state in $x+W$ and $y$ is any other state there, the same expansion about $y_*$ gives

$$J(y)=J(y_*)+\tfrac12\langle y-y_*,A(y-y_*)\rangle .$$

One inequality is also needed. For all $t$,

$$0\le\langle d+tu,A(d+tu)\rangle=\langle d,Ad\rangle+2t\langle d,Au\rangle+t^2\langle u,Au\rangle ,$$

so the discriminant in $t$ is not positive, and $\langle d,Au\rangle^2\le\langle d,Ad\rangle\langle u,Au\rangle$.

```lean
variable {A : E →ₗ[ℝ] E} {b : E} {U V W : Submodule ℝ E}

/-- The quadratic form of a positive definite operator is nowhere negative. -/
theorem form_nonneg (hA : IsPosDef A) (x : E) : 0 ≤ ⟪x, A x⟫_ℝ := by
  by_cases h : x = 0
  · simp [h]
  · exact (hA.pos x h).le

/-- The Cauchy-Schwarz inequality for the form of a symmetric positive definite `A`. -/
theorem form_cauchy_schwarz (hA : IsPosDef A) (d u : E) :
    ⟪d, A u⟫_ℝ ^ 2 ≤ ⟪d, A d⟫_ℝ * ⟪u, A u⟫_ℝ := by
  have h2 : ⟪u, A d⟫_ℝ = ⟪d, A u⟫_ℝ := (hA.symmetric u d).symm.trans (real_inner_comm _ _)
  have h := discrim_le_zero (a := ⟪u, A u⟫_ℝ) (b := 2 * ⟪d, A u⟫_ℝ) (c := ⟪d, A d⟫_ℝ)
    fun t => by
      have h1 := form_nonneg hA (d + t • u)
      simp only [map_add, map_smul, inner_add_left, inner_add_right, real_inner_smul_left,
        real_inner_smul_right, h2] at h1
      linarith
  rw [discrim] at h
  linarith

/-- For symmetric positive definite `A`, a displacement `w` changes the energy by a term linear
in the residual `A y - b` and a quadratic term. -/
theorem energy_add (hA : IsPosDef A) (b y w : E) :
    energy A b (y + w) = energy A b y + ⟪A y - b, w⟫_ℝ + ⟪w, A w⟫_ℝ / 2 := by
  have h : ⟪y, A w⟫_ℝ = ⟪A y, w⟫_ℝ := (hA.symmetric y w).symm
  have h2 : ⟪w, A y⟫_ℝ = ⟪A y, w⟫_ℝ := real_inner_comm _ _
  simp only [energy, map_add, inner_add_left, inner_add_right, inner_sub_left, h, h2]
  ring

/-- For symmetric positive definite `A`, the state `y` in `x + W` is relaxed exactly when its
residual `A y - b` is orthogonal to `W`. -/
theorem isRelaxed_iff (hA : IsPosDef A) {x y : E} :
    IsRelaxed A b W x y ↔ y - x ∈ W ∧ ∀ w ∈ W, ⟪A y - b, w⟫_ℝ = 0 := by
  constructor
  · rintro ⟨h, hmin⟩
    refine ⟨h, fun w hw => ?_⟩
    -- the energy along `y + t w` is at most quadratic in `t` and is least at `t = 0`
    have hd := discrim_le_zero (a := ⟪w, A w⟫_ℝ / 2) (b := ⟪A y - b, w⟫_ℝ) (c := 0)
      fun t => by
        have hmem : y + t • w - x ∈ W := by
          rw [add_sub_right_comm]
          exact W.add_mem h (W.smul_mem t hw)
        have h1 := hmin _ hmem
        rw [energy_add hA] at h1
        simp only [map_smul, real_inner_smul_left, real_inner_smul_right] at h1
        linarith
    rw [discrim] at hd
    exact (pow_eq_zero_iff two_ne_zero).1 (le_antisymm (by linarith) (sq_nonneg _))
  · rintro ⟨h, ho⟩
    refine ⟨h, fun z hz => ?_⟩
    have hw : z - y ∈ W := by simpa using W.sub_mem hz h
    have e := energy_add hA b y (z - y)
    rw [add_sub_cancel, ho _ hw] at e
    linarith [form_nonneg hA (z - y)]

/-- For symmetric positive definite `A`, the energy of a state in `x + W` exceeds the minimum
there by half the quadratic form of its error. -/
theorem energy_gap (hA : IsPosDef A) {x y m : E} (hm : IsRelaxed A b W x m)
    (hy : y - x ∈ W) :
    energy A b y = energy A b m + ⟪y - m, A (y - m)⟫_ℝ / 2 := by
  have hw : y - m ∈ W := by simpa using W.sub_mem hy hm.1
  have e := energy_add hA b m (y - m)
  rw [add_sub_cancel, ((isRelaxed_iff hA).1 hm).2 _ hw] at e
  linarith
```

`energy_add` is the expansion, `isRelaxed_iff` the residual criterion and `energy_gap` the excess energy, with the relaxed state called `m`. Both `form_cauchy_schwarz` and the forward half of `isRelaxed_iff` use `discrim_le_zero`: a quadratic that is nowhere negative has no positive discriminant. In the second case the constant term is zero, so the discriminant is the square of the linear coefficient, which must vanish.

## Finitely many coordinates

A finite set of atoms or basis functions gives a finite-dimensional space. This guarantees that the relaxations exist.

To relax $W$ from $x$, seek $w\in W$ such that $A(x+w)-b$ is orthogonal to $W$. With $P$ the orthogonal projection onto $W$, this reads $PAw=P(b-Ax)$. If $PAw=0$, then $\langle w,Aw\rangle=0$ and $w=0$, so the map $w\mapsto PAw$ on $W$ is injective. In finite dimension it is then also surjective, and a solution exists. A second relaxed state would have the same energy, and the excess-energy formula rules it out.

```lean
variable [FiniteDimensional ℝ E]

/-- For symmetric positive definite `A` in finite dimension, every fragment can be relaxed from
every state, with a unique result. -/
theorem existsUnique_isRelaxed (hA : IsPosDef A) (W : Submodule ℝ E) (b x : E) :
    ∃! y, IsRelaxed A b W x y := by
  -- the compression of `A` to the fragment is injective, hence surjective
  let L : W →ₗ[ℝ] W := LinearMap.adjoint W.subtype ∘ₗ A ∘ₗ W.subtype
  have hL : ∀ w w' : W, ⟪w', L w⟫_ℝ = ⟪(w' : E), A w⟫_ℝ := fun w w' =>
    LinearMap.adjoint_inner_right W.subtype w' (A w)
  have inj : Function.Injective L := (injective_iff_map_eq_zero L).2 fun w hw => by
    by_contra hne
    have h := hA.pos (w : E) (by simpa using hne)
    rw [← hL w w, hw, inner_zero_right] at h
    exact lt_irrefl _ h
  obtain ⟨w, hw⟩ := LinearMap.injective_iff_surjective.1 inj
    (LinearMap.adjoint W.subtype (b - A x))
  have hm : IsRelaxed A b W x (x + w) := by
    refine (isRelaxed_iff hA).2 ⟨by simp, fun v hv => ?_⟩
    have h := hL w ⟨v, hv⟩
    rw [hw, LinearMap.adjoint_inner_right] at h
    change ⟪v, b - A x⟫_ℝ = ⟪v, A w⟫_ℝ at h
    rw [real_inner_comm]
    simp only [map_add, inner_sub_right, inner_add_right] at h ⊢
    linarith
  refine ⟨x + w, hm, fun y hy => ?_⟩
  by_contra hne
  have h1 := energy_gap hA hm hy.1
  have h2 := hA.pos _ (sub_ne_zero.2 hne)
  linarith [hy.2 _ hm.1]

/-- For symmetric positive definite `A` in finite dimension, the energy has exactly one global
minimiser. -/
theorem existsUnique_minimiser (hA : IsPosDef A) (b : E) :
    ∃! m, ∀ y, energy A b m ≤ energy A b y := by
  simpa [IsRelaxed] using existsUnique_isRelaxed hA ⊤ b 0
```

In the code, `L` is the map $w\mapsto PAw$, and the adjoint of the inclusion `W.subtype` plays the part of $P$. The second theorem takes the whole space, `⊤`, as the fragment. The assumption `hm` in the theorems below therefore only gives a name to a minimiser that exists and is unique.

In infinite dimension existence can fail. On square-summable sequences, let $A$ multiply the $n$-th entry by $1/n$, and let $b_n=1/n$ for $n\ge1$. With the first $N$ entries equal to $1$ and the others zero, the energy is $-\tfrac12\sum_{n=1}^N 1/n$, which has no lower bound.

## Fragments that span the space

The last condition says that every displacement is a sum $u+v$ with $u\in U$ and $v\in V$. The overlap $U\cap V$ may be large or zero.

Let $x_k$ be the state after $k$ cycles, $y_k$ the state after the following $U$-step, and $d_k=y_k-x_{k+1}$, which lies in $V$. The excess-energy formula and $J(y_k)\le J(x_k)$ give

$$\langle d_k,Ad_k\rangle=2\,(J(y_k)-J(x_{k+1}))\le 2\,(J(x_k)-J(x_{k+1})) .$$

The energies $J(x_k)$ decrease and are bounded below by $J(m)$, so they converge and the right-hand side tends to zero.

Now take any $w=u+v$. Since $Am=b$, $Ax_{k+1}-b$ is orthogonal to $V$ and $Ay_k-b$ is orthogonal to $U$,

$$\langle x_{k+1}-m,Aw\rangle=\langle Ax_{k+1}-b,u\rangle=\langle Ax_{k+1}-Ay_k,u\rangle=-\langle d_k,Au\rangle .$$

By the inequality above, the last term is at most $\sqrt{\langle d_k,Ad_k\rangle\langle u,Au\rangle}$ in size, and it tends to zero. Every vector $c$ has the form $Aw$, so $\langle c,x_{k+1}-m\rangle\to0$ for every $c$. Applied to the finitely many vectors of an orthonormal basis, this gives $x_k\to m$. The theorem below states only convergence, not a rate.

```lean
/-- For symmetric positive definite `A` in finite dimension, if `U + V` is the whole space then
every sequence of alternating cycles converges to the global minimiser `m`. -/
theorem tendsto_of_sweeps (hA : IsPosDef A) (hUV : U ⊔ V = ⊤) {x : ℕ → E} {m : E}
    (hm : ∀ y, energy A b m ≤ energy A b y)
    (hx : ∀ k, IsSweep A b U V (x k) (x (k + 1))) : Tendsto x atTop (𝓝 m) := by
  choose y hy hz using hx
  have hres : IsRelaxed A b ⊤ m m := ⟨Submodule.mem_top, fun z _ => hm z⟩
  -- the energy decreases to a limit, so the corrections made in `V` die out
  have hD : ∀ k, ⟪y k - x (k + 1), A (y k - x (k + 1))⟫_ℝ
      ≤ 2 * (energy A b (x k) - energy A b (x (k + 1))) := fun k => by
    linarith [energy_gap hA (hz k) (y := y k) (by simp), (hy k).2 (x k) (by simp)]
  have hanti : Antitone fun k => energy A b (x k) := antitone_nat_of_succ_le fun k => by
    linarith [hD k, form_nonneg hA (y k - x (k + 1))]
  have lim := tendsto_atTop_ciInf hanti ⟨energy A b m, by rintro _ ⟨k, rfl⟩; exact hm _⟩
  have hd := (lim.sub (lim.comp (tendsto_add_atTop_nat 1))).const_mul 2
  rw [sub_self, mul_zero] at hd
  have hD0 := squeeze_zero (fun k => form_nonneg hA (y k - x (k + 1))) hD hd
  -- hence the inner product of the error with any `A w` tends to zero
  have weak : ∀ w, Tendsto (fun k => ⟪x (k + 1) - m, A w⟫_ℝ) atTop (𝓝 0) := by
    intro w
    obtain ⟨u, hu, v, hv, rfl⟩ := Submodule.mem_sup.1 (hUV ▸ Submodule.mem_top : w ∈ U ⊔ V)
    have heq : ∀ k, ⟪x (k + 1) - m, A (u + v)⟫_ℝ = -⟪y k - x (k + 1), A u⟫_ℝ := fun k => by
      have o1 := ((isRelaxed_iff hA).1 (hy k)).2 u hu
      have o2 := ((isRelaxed_iff hA).1 hres).2 (u + v) Submodule.mem_top
      have o3 := ((isRelaxed_iff hA).1 (hz k)).2 v hv
      rw [← hA.symmetric (x (k + 1) - m) (u + v), ← hA.symmetric (y k - x (k + 1)) u]
      simp only [map_sub, inner_sub_left, inner_add_right] at o1 o2 o3 ⊢
      linarith
    have hs := (hD0.mul_const ⟪u, A u⟫_ℝ).sqrt
    rw [zero_mul, Real.sqrt_zero] at hs
    have hg : Tendsto (fun k => ⟪y k - x (k + 1), A u⟫_ℝ) atTop (𝓝 0) :=
      squeeze_zero_norm (fun k => Real.abs_le_sqrt (form_cauchy_schwarz hA _ u)) hs
    simpa only [heq, neg_zero] using hg.neg
  -- `A` is onto, so every component of the error tends to zero
  have comp : ∀ c, Tendsto (fun k => ⟪c, x (k + 1) - m⟫_ℝ) atTop (𝓝 0) := by
    intro c
    obtain ⟨w, hw⟩ := (existsUnique_isRelaxed hA ⊤ c 0).exists
    have hwc : A w = c := sub_eq_zero.1
      (inner_self_eq_zero (𝕜 := ℝ).1 (((isRelaxed_iff hA).1 hw).2 _ Submodule.mem_top))
    have h := weak w
    rw [hwc] at h
    exact h.congr fun k => real_inner_comm _ _
  let e := stdOrthonormalBasis ℝ E
  have hsum := tendsto_finsetSum Finset.univ fun i _ => (comp (e i)).smul_const (e i)
  simp only [e.sum_repr', zero_smul, Finset.sum_const_zero] at hsum
  have h := hsum.add_const m
  simp only [sub_add_cancel, zero_add] at h
  exact (tendsto_add_atTop_iff_nat 1).1 h
```

`U ⊔ V` is the sum $U+V$, and `Tendsto x atTop (𝓝 m)` says that $x_k\to m$. The facts `hD` and `hD0` bound the corrections and send them to zero. `weak` tests the error against $Aw$, with `Submodule.mem_sup` supplying the splitting $w=u+v$. `comp` passes to an arbitrary $c$, and `hsum` reassembles the error from its components.

Spanning is also necessary. Given any vector $e$, start at $x_0=m-e$. Every step moves within $U$ or $V$, so $x_k-x_0$ stays in $U+V$. If $x_k\to m$, then $x_k-x_0\to e$. A subspace of a finite-dimensional space is closed, so $e\in U+V$.

It does not suffice that every coordinate occurs in some fragment. Take three atomic charges, with $A$ the identity and $b=0$. Let $U$ be spanned by $(1,-1,0)$ and $V$ by $(0,1,-1)$, so that each fragment shifts charge between neighbours. From $(1,1,1)$ the residual is orthogonal to both fragments and nothing moves, although the minimum is at the origin. The total charge can never change.

```lean
/-- For symmetric positive definite `A` in finite dimension with global energy minimiser `m`,
alternating relaxation of `U` and `V` converges to `m` from every start if and only if `U + V`
is the whole space. -/
theorem alternating_converges_iff (hA : IsPosDef A) {m : E}
    (hm : ∀ y, energy A b m ≤ energy A b y) :
    (∀ x : ℕ → E, (∀ k, IsSweep A b U V (x k) (x (k + 1))) → Tendsto x atTop (𝓝 m))
      ↔ U ⊔ V = ⊤ := by
  refine ⟨fun h => ?_, fun h x hx => tendsto_of_sweeps hA h hm hx⟩
  rw [Submodule.eq_top_iff']
  intro e
  have hex : ∀ x, ∃ z, IsSweep A b U V x z := fun x => by
    obtain ⟨y, hy⟩ := (existsUnique_isRelaxed hA U b x).exists
    obtain ⟨z, hz⟩ := (existsUnique_isRelaxed hA V b y).exists
    exact ⟨z, y, hy, hz⟩
  choose S hS using hex
  -- start with the error `-e`; the cycles only move within the start plus `U + V`
  let x : ℕ → E := fun k => S^[k] (m - e)
  have hx : ∀ k, IsSweep A b U V (x k) (x (k + 1)) := fun k => by
    simp only [x, Function.iterate_succ_apply']
    exact hS _
  have hmem : ∀ k, x k - (m - e) ∈ U ⊔ V := by
    intro k
    induction k with
    | zero => simp [x]
    | succ k ih =>
      obtain ⟨y, hy, hz⟩ := hx k
      have h1 := (U ⊔ V).add_mem ((U ⊔ V).add_mem (Submodule.mem_sup_right hz.1)
        (Submodule.mem_sup_left hy.1)) ih
      rw [sub_add_sub_cancel, sub_add_sub_cancel] at h1
      exact h1
  have h2 := (U ⊔ V).closed_of_finiteDimensional.mem_of_tendsto
    ((h x hx).sub_const (m - e)) (Eventually.of_forall hmem)
  rw [sub_sub_cancel] at h2
  exact h2

end OverlappingFragments
```

The theorem fixes `A`, `b`, `U`, `V` and the minimiser `m`. Its left side speaks of every sequence `x` whose successive members are joined by full cycles, and its right side is the spanning condition. In the proof, `hex` provides a cycle from every state, so there is a run from every start, and `S` selects one. Iterating `S` from `m - e` gives the run, `hmem` keeps it in the start plus $U+V$ by induction, and `closed_of_finiteDimensional` carries the membership to the limit.

```lean
#print axioms OverlappingFragments.existsUnique_minimiser
#print axioms OverlappingFragments.alternating_converges_iff
```

```
'OverlappingFragments.existsUnique_minimiser' depends on axioms: [propext, Classical.choice, Quot.sound]
'OverlappingFragments.alternating_converges_iff' depends on axioms: [propext, Classical.choice, Quot.sound]
```
